# Population loss and emission damping for two levels decaying through one jump operator

Levels 1 and 2 of a three-level system decay into level 0 through a single jump operator with complex amplitudes `a` and `b`, and the Hamiltonian is zero. The theorem applies the Lindblad generator once to a matrix `ρ` and makes two claims: the total population of levels 1 and 2 changes at minus the emission rate, and the emission rate itself changes at −(|a|² + |b|²) times its own value. The emission rate includes the coherences between the two decaying levels. Here `ρ` is any complex 3 × 3 matrix, not necessarily Hermitian, positive or of trace one, so the physical reading is for the case where it is a density matrix. The attempt unfolds all the definitions in one `simp` call, which should reduce both claims to identities between complex numbers, and leaves those to `ring`.

As first written in Lean, the proof fails:

```lean
import Mathlib

open Matrix

namespace DegeneratePauliFailure

noncomputable section

/-- The Lindblad generator with Hamiltonian `H` and a single jump operator `L`. -/
def lindblad (H L ρ : Matrix (Fin 3) (Fin 3) ℂ) : Matrix (Fin 3) (Fin 3) ℂ :=
  (-Complex.I) • (H * ρ - ρ * H) + L * ρ * Lᴴ - (1 / 2 : ℂ) • (Lᴴ * L * ρ + ρ * (Lᴴ * L))

/-- The jump operator `a E_01 + b E_02`, with amplitudes `a` and `b` for the decay of levels 1 and 2
to level 0. -/
def jump (a b : ℂ) : Matrix (Fin 3) (Fin 3) ℂ := !![0, a, b; 0, 0, 0; 0, 0, 0]

/-- The total population of levels 1 and 2. -/
def excited (ρ : Matrix (Fin 3) (Fin 3) ℂ) : ℂ := ρ 1 1 + ρ 2 2

/-- The emission rate into level 0, including the coherences between levels 1 and 2. -/
def emission (a b : ℂ) (ρ : Matrix (Fin 3) (Fin 3) ℂ) : ℂ :=
  a * star a * ρ 1 1 + a * star b * ρ 1 2 + b * star a * ρ 2 1 + b * star b * ρ 2 2

/-- The generator removes excited population at the emission rate, and damps the emission
rate itself with the constant `|a|² + |b|²`. -/
theorem generator_balance (a b : ℂ) (ρ : Matrix (Fin 3) (Fin 3) ℂ) :
    excited (lindblad 0 (jump a b) ρ) = -emission a b ρ ∧
    emission a b (lindblad 0 (jump a b) ρ) =
      -(a * star a + b * star b) * emission a b ρ := by
  constructor <;>
    simp [excited, emission, lindblad, jump, Matrix.mul_apply, Fin.sum_univ_three] <;> ring

end

end DegeneratePauliFailure
```

The error:

```
Try this:
  [apply] ring_nf
  
  The `ring` tactic failed to close the goal. Use `ring_nf` to obtain a normal form.
    
  Note that `ring` works primarily in *commutative* rings. If you have a noncommutative ring, abelian group or module, consider using `noncomm_ring`, `abel` or `module` instead.
Try this:
  [apply] ring_nf
  
  The `ring` tactic failed to close the goal. Use `ring_nf` to obtain a normal form.
    
  Note that `ring` works primarily in *commutative* rings. If you have a noncommutative ring, abelian group or module, consider using `noncomm_ring`, `abel` or `module` instead.
Main.lean:29:53: error: unsolved goals
case left
a b : ℂ
ρ : Matrix (Fin 3) (Fin 3) ℂ
⊢ (![0, 0, 0] ᵥ* (ρ * !![0, a, b; 0, 0, 0; 0, 0, 0]ᴴ)) 1 - (starRingEnd ℂ) a * a * ρ 1 1 -
            (starRingEnd ℂ) a * b * ρ 2 1 -
          a * ρ 1 2 * (starRingEnd ℂ) b -
        b * (starRingEnd ℂ) b * ρ 2 2 +
      (![0, 0, 0] ᵥ* (ρ * !![0, a, b; 0, 0, 0; 0, 0, 0]ᴴ)) 2 =
    -((starRingEnd ℂ) a * a * ρ 1 1) - (starRingEnd ℂ) a * b * ρ 2 1 - a * ρ 1 2 * (starRingEnd ℂ) b -
      b * (starRingEnd ℂ) b * ρ 2 2

case right
a b : ℂ
ρ : Matrix (Fin 3) (Fin 3) ℂ
⊢ a * (starRingEnd ℂ) a * (![0, 0, 0] ᵥ* (ρ * !![0, a, b; 0, 0, 0; 0, 0, 0]ᴴ)) 1 -
                          a * (starRingEnd ℂ) a * ρ 1 1 * b * (starRingEnd ℂ) b -
                        a * (starRingEnd ℂ) a * b * (starRingEnd ℂ) b * ρ 2 2 -
                      a * (starRingEnd ℂ) a ^ 2 * b * ρ 2 1 -
                    a * b * ρ 1 2 * (starRingEnd ℂ) b ^ 2 +
                  a * (starRingEnd ℂ) b * (![0, 0, 0] ᵥ* (ρ * !![0, a, b; 0, 0, 0; 0, 0, 0]ᴴ)) 2 -
                a ^ 2 * (starRingEnd ℂ) a * ρ 1 2 * (starRingEnd ℂ) b -
              a ^ 2 * (starRingEnd ℂ) a ^ 2 * ρ 1 1 +
            (starRingEnd ℂ) a * (![0, 0, 0] ᵥ* (ρ * !![0, a, b; 0, 0, 0; 0, 0, 0]ᴴ)) 1 * b -
          (starRingEnd ℂ) a * b ^ 2 * ρ 2 1 * (starRingEnd ℂ) b +
        b * (starRingEnd ℂ) b * (![0, 0, 0] ᵥ* (ρ * !![0, a, b; 0, 0, 0; 0, 0, 0]ᴴ)) 2 -
      b ^ 2 * (starRingEnd ℂ) b ^ 2 * ρ 2 2 =
    -(a * (starRingEnd ℂ) a * ρ 1 1 * b * (starRingEnd ℂ) b) - a * (starRingEnd ℂ) a * b * (starRingEnd ℂ) b * ρ 2 2 -
                a * (starRingEnd ℂ) a ^ 2 * b * ρ 2 1 -
              a * b * ρ 1 2 * (starRingEnd ℂ) b ^ 2 -
            a ^ 2 * (starRingEnd ℂ) a * ρ 1 2 * (starRingEnd ℂ) b -
          a ^ 2 * (starRingEnd ℂ) a ^ 2 * ρ 1 1 -
        (starRingEnd ℂ) a * b ^ 2 * ρ 2 1 * (starRingEnd ℂ) b -
      b ^ 2 * (starRingEnd ℂ) b ^ 2 * ρ 2 2
```

Diagnosis. The two "Try this" messages say that `ring` failed to close a goal, once for each claim. Their hint about noncommutative rings doesn't apply, since the entries are complex numbers.

The error shows what was left over: entries of `![0, 0, 0] ᵥ* (ρ * …)`, a zero row times a matrix. These are zero, and without them the two sides agree, but `ring` treats them as unknowns. They arise because `simp` unfolds `jump` while the matrix products are still standing. Its lemmas for explicit matrices then turn a product into row-vector products (`ᵥ*`), which `Matrix.mul_apply` doesn't match.

The repair fixes the order. The first step, `simp only`, leaves `jump` folded and writes every product as a sum over entries. Since `simp only` uses just the lemmas it is given, those for entries of sums, differences, scalar multiples and conjugate transposes are now listed. Then `simp [jump]` has only single entries of the jump operator to evaluate, and `ring` can finish.

The repair, with which the file compiles:

```diff
@@ -29,5 +29,7 @@
       -(a * star a + b * star b) * emission a b ρ := by
   constructor <;>
-    simp [excited, emission, lindblad, jump, Matrix.mul_apply, Fin.sum_univ_three] <;> ring
+    simp only [excited, emission, lindblad, Matrix.sub_apply, Matrix.add_apply,
+      Matrix.smul_apply, Matrix.mul_apply, Matrix.conjTranspose_apply, Fin.sum_univ_three] <;>
+    simp [jump] <;> ring
 
 end
```
